# The band energy of a filled linear simplex is the mean of its corner energies

When a tetrahedron code finds a band entirely below the Fermi level in some tetrahedron, it can add the mean of the four corner energies, times the weight of the tetrahedron, to the band energy. It can also compute the energy of the occupied states from the state count and the integral of that count over energy, with the same weight. The identity below shows that the two routes agree exactly, for a simplex of any dimension d ≥ 1 with distinct corner energies.

## State count and its integral

Let e_0 < e_1 < ... < e_d be the energies at the d + 1 corners of a simplex in k-space. The case d = 3 is the tetrahedron, d = 2 the triangle and d = 1 the segment. In the linear simplex method the band energy inside is interpolated linearly from the corners, and the fraction of the volume in which it lies below E is

n(E) = Σ_i max(E − e_i, 0)^d / Π_{j≠i} (e_j − e_i),

where i and j run from 0 to d. This count is normalised to one state per simplex, so volume weight and spin degeneracy are factors to be applied afterwards. Write ē = (e_0 + ... + e_d)/(d + 1) for the mean corner energy. Then:

- n is continuous
- n(E) = 0 for E ≤ e_0
- n(E) = 1 for E ≥ e_d
- the integral of n from e_0 to e_d is e_d − ē.

At zero temperature, with all states filled up to the chemical potential μ and none above it, the energy of the occupied states, integrated by parts, is

B(μ) = μ n(μ) − ∫[e_0, μ] n(E) dE.

For every μ ≥ e_d this equals ē.

## Filled bands, Fermi levels and transition counts

In an electronic-structure calculation with independent-particle bands, linearly interpolated in each simplex, the result fixes the contribution of a filled simplex to the band energy: each corner enters with weight 1/(d + 1). The limits 0 and 1 matter in the search for the Fermi level, because they make empty and filled simplices contribute exactly no state and one state.

The same count serves in optical response if e_i is the energy difference at corner i between an empty conduction band and a filled valence band. Then n(E) counts the vertical transitions between these two bands up to photon energy E, within linear interpolation and without matrix elements.

For a test of an implementation, the integral of n is as useful as its end values. A wrong prefactor in one energy interval can leave both end values intact and still change the integral.

## Derivation by removing one corner at a time

Above the highest corner every max(E − e_i, 0) is simply E − e_i. The problem then reduces to an algebraic sum over distinct numbers. For a finite set s of labels and distinct real numbers y_i, define

S_k(s) = Σ_{i in s} y_i^k / Π_{j in s, j≠i} (y_i − y_j).

**Recursion.** Choose a label a in s and subtract y_a S_k(s) from S_{k+1}(s):

S_{k+1}(s) − y_a S_k(s) = Σ_{i in s} (y_i − y_a) y_i^k / Π_{j in s, j≠i} (y_i − y_j).

The term i = a vanishes. In every other term the factor y_i − y_a cancels the same factor in the denominator, which leaves the sum for the set without a:

S_{k+1}(s) = y_a S_k(s) + S_k(s∖{a}).

**The sum that gives the count.** If s has m + 1 labels, then S_m(s) = 1. For m = 0 there is one term, with numerator 1 and an empty product below it. Suppose the statement holds for m, and let s have m + 2 labels. Pick two different labels a and b in s. The recursion gives

S_{m+1}(s) = y_a S_m(s) + 1

S_{m+1}(s) = y_b S_m(s) + 1.

Subtraction yields (y_a − y_b) S_m(s) = 0. Since y_a ≠ y_b, S_m(s) = 0, and either equation then gives S_{m+1}(s) = 1.

**The sum that gives the integral.** If s has m + 1 labels, then S_{m+1}(s) is the sum of all y_i. For m = 0 the single term is y_a. For m + 2 labels, the recursion, the previous result and the induction hypothesis give

S_{m+2}(s) = y_a S_{m+1}(s) + S_{m+1}(s∖{a}) = y_a + Σ_{i in s, i≠a} y_i,

which is the full sum.

**One truncated power.** Let a ≤ c and a ≤ b, where a, b and c are now energies. Then

∫[a, b] max(x − c, 0)^d dx = max(b − c, 0)^(d+1) / (d + 1).

If b ≤ c, the integrand vanishes throughout, because d ≥ 1, and so does the right side. If b ≥ c, the part from a to c contributes nothing, and the part from c to b is the integral of (x − c)^d, which is (b − c)^(d+1)/(d + 1).

**The count and its integral.** Every corner satisfies e_0 ≤ e_i, so the last formula applies to each term of n. For E ≥ e_0,

∫[e_0, E] n(x) dx = (1/(d + 1)) Σ_i max(E − e_i, 0)^(d+1) / Π_{j≠i} (e_j − e_i).

Now take E ≥ e_d and set y_i = E − e_i. Then y_i − y_j = e_j − e_i, so the denominators are those of S_k. With d + 1 labels,

n(E) = S_d = 1

∫[e_0, E] n(x) dx = S_{d+1}/(d + 1) = (1/(d + 1)) Σ_i (E − e_i) = E − ē.

Setting E = e_d gives the stated integral. Setting E = μ gives B(μ) = μ − (μ − ē) = ē.

The two remaining properties can be read off the definition. For E ≤ e_0 every truncated power is zero, and n is continuous because it is a finite sum of continuous functions with constant denominators.

For a segment, d = 1, the count rises linearly from 0 to 1 between e_0 and e_1. Its integral is (e_1 − e_0)/2, which is indeed e_1 − (e_0 + e_1)/2.

## The Lean file

```lean
import Mathlib

open Finset

namespace SimplexMethodFirstMoment

noncomputable section

/-- The sum over nodes of the `k`-th power of each node, divided by the product of its
differences from the other nodes. -/
def nodeSum {ι : Type*} [DecidableEq ι] (y : ι → ℝ) (s : Finset ι) (k : ℕ) : ℝ :=
  ∑ i ∈ s, y i ^ k / ∏ j ∈ s.erase i, (y i - y j)

/-- A weighted sum of truncated powers of `E - e i`. For `d ≥ 1` and distinct corner energies `e` it
is read as the state count of the simplex at energy `E` in the linear simplex method. -/
def stateCount {d : ℕ} (e : Fin (d + 1) → ℝ) (E : ℝ) : ℝ :=
  ∑ i, max (E - e i) 0 ^ d / ∏ j ∈ univ.erase i, (e j - e i)

/-- The band energy of the simplex filled up to `μ`, written after integration by parts as `μ n(μ)`
minus the integral of the state count from `e 0` to `μ`. Here `e 0` is meant to be the lowest corner
energy, as it is when `e` is sorted. -/
def bandEnergy {d : ℕ} (e : Fin (d + 1) → ℝ) (μ : ℝ) : ℝ :=
  μ * stateCount e μ - ∫ E in (e 0)..μ, stateCount e E

/-- Removing one node `a` relates the node sums of successive powers. -/
theorem nodeSum_succ {ι : Type*} [DecidableEq ι] {y : ι → ℝ} (hy : Function.Injective y)
    {s : Finset ι} {a : ι} (ha : a ∈ s) (k : ℕ) :
    nodeSum y s (k + 1) = y a * nodeSum y s k + nodeSum y (s.erase a) k := by
  have h1 : nodeSum y s (k + 1) - y a * nodeSum y s k
      = ∑ i ∈ s, (y i - y a) * (y i ^ k / ∏ j ∈ s.erase i, (y i - y j)) := by
    unfold nodeSum
    rw [Finset.mul_sum, ← Finset.sum_sub_distrib]
    refine Finset.sum_congr rfl fun i _ => ?_
    ring
  -- the term of `a` vanishes, and in the others one factor cancels
  have h2 : ∑ i ∈ s.erase a, (y i - y a) * (y i ^ k / ∏ j ∈ s.erase i, (y i - y j))
      = ∑ i ∈ s, (y i - y a) * (y i ^ k / ∏ j ∈ s.erase i, (y i - y j)) :=
    Finset.sum_erase s (by simp)
  have h3 : ∑ i ∈ s.erase a, (y i - y a) * (y i ^ k / ∏ j ∈ s.erase i, (y i - y j))
      = nodeSum y (s.erase a) k := by
    unfold nodeSum
    refine Finset.sum_congr rfl fun i hi => ?_
    have hia : i ≠ a := Finset.ne_of_mem_erase hi
    have hu : y i - y a ≠ 0 := sub_ne_zero.mpr (hy.ne hia)
    rw [← Finset.mul_prod_erase (s.erase i) (fun j => y i - y j)
      (Finset.mem_erase.mpr ⟨hia.symm, ha⟩), Finset.erase_right_comm,
      ← mul_div_assoc, mul_div_mul_left _ _ hu]
  linarith

/-- For `m + 1` distinct nodes the node sum of the `m`-th powers is one. -/
theorem nodeSum_top {ι : Type*} [DecidableEq ι] {y : ι → ℝ} (hy : Function.Injective y)
    (m : ℕ) : ∀ s : Finset ι, s.card = m + 1 → nodeSum y s m = 1 := by
  induction m with
  | zero =>
    intro s hs
    obtain ⟨a, rfl⟩ := Finset.card_eq_one.mp (by omega : s.card = 1)
    simp [nodeSum]
  | succ m ih =>
    intro s hs
    obtain ⟨a, ha, b, hb, hab⟩ := Finset.one_lt_card.mp (by omega : 1 < s.card)
    have h1 := nodeSum_succ hy ha m
    have h2 := nodeSum_succ hy hb m
    rw [ih (s.erase a) (by rw [Finset.card_erase_of_mem ha]; omega)] at h1
    rw [ih (s.erase b) (by rw [Finset.card_erase_of_mem hb]; omega)] at h2
    -- removing `a` or `b` must give the same answer, so the lower sum vanishes
    have h0 : (y a - y b) * nodeSum y s m = 0 := by linear_combination h2 - h1
    have hz := (mul_eq_zero.mp h0).resolve_left (sub_ne_zero.mpr (hy.ne hab))
    rw [h1, hz]
    ring

/-- For `m + 1` distinct nodes the node sum of the powers `m + 1` is the sum of the nodes. -/
theorem nodeSum_next {ι : Type*} [DecidableEq ι] {y : ι → ℝ} (hy : Function.Injective y)
    (m : ℕ) : ∀ s : Finset ι, s.card = m + 1 → nodeSum y s (m + 1) = ∑ i ∈ s, y i := by
  induction m with
  | zero =>
    intro s hs
    obtain ⟨a, rfl⟩ := Finset.card_eq_one.mp (by omega : s.card = 1)
    simp [nodeSum]
  | succ m ih =>
    intro s hs
    obtain ⟨a, ha⟩ := Finset.card_pos.mp (by omega : 0 < s.card)
    rw [nodeSum_succ hy ha (m + 1), nodeSum_top hy (m + 1) s hs,
      ih (s.erase a) (by rw [Finset.card_erase_of_mem ha]; omega), mul_one,
      Finset.add_sum_erase s y ha]

/-- Above all corners the truncated powers become ordinary powers, and their weighted sum is
a node sum of the energies measured from the corners. -/
theorem truncated_sum_above {d : ℕ} {e : Fin (d + 1) → ℝ} {E : ℝ} (hE : ∀ i, e i ≤ E)
    (k : ℕ) : ∑ i, max (E - e i) 0 ^ k / ∏ j ∈ univ.erase i, (e j - e i)
      = nodeSum (fun i => E - e i) univ k := by
  unfold nodeSum
  refine Finset.sum_congr rfl fun i _ => ?_
  rw [max_eq_left (sub_nonneg.mpr (hE i))]
  congr 1
  refine Finset.prod_congr rfl fun j _ => ?_
  ring

/-- The integral of a truncated power, started at or below its corner `c`. -/
theorem integral_truncated {d : ℕ} (hd : 1 ≤ d) {a b c : ℝ} (hac : a ≤ c) (hab : a ≤ b) :
    ∫ x in a..b, max (x - c) 0 ^ d = max (b - c) 0 ^ (d + 1) / (d + 1) := by
  have hcont : Continuous fun x : ℝ => max (x - c) 0 ^ d :=
    ((continuous_id.sub continuous_const).max continuous_const).pow d
  have hzero : ∀ t, a ≤ t → t ≤ c → ∫ x in a..t, max (x - c) 0 ^ d = 0 := by
    intro t hat htc
    have h : ∫ x in a..t, max (x - c) 0 ^ d = ∫ _x in a..t, (0 : ℝ) := by
      refine intervalIntegral.integral_congr fun x hx => ?_
      rw [Set.uIcc_of_le hat] at hx
      show max (x - c) 0 ^ d = 0
      rw [max_eq_right (by linarith [hx.2]), zero_pow (by omega)]
    rw [h, intervalIntegral.integral_zero]
  rcases le_total b c with hbc | hcb
  · rw [hzero b hab hbc, max_eq_right (by linarith), zero_pow (by omega), zero_div]
  · -- split the interval at the corner
    have h : ∫ x in c..b, max (x - c) 0 ^ d = ∫ x in c..b, (x - c) ^ d := by
      refine intervalIntegral.integral_congr fun x hx => ?_
      rw [Set.uIcc_of_le hcb] at hx
      show max (x - c) 0 ^ d = (x - c) ^ d
      rw [max_eq_left (by linarith [hx.1])]
    rw [← intervalIntegral.integral_add_adjacent_intervals
      (hcont.intervalIntegrable a c) (hcont.intervalIntegrable c b), hzero c hac le_rfl, h,
      intervalIntegral.integral_comp_sub_right (fun x => x ^ d) c, integral_pow,
      max_eq_left (by linarith)]
    simp

/-- Closed form of the integrated state count at any energy above the lowest corner. -/
theorem integral_stateCount {d : ℕ} (hd : 1 ≤ d) {e : Fin (d + 1) → ℝ} (he : StrictMono e)
    {E : ℝ} (hE : e 0 ≤ E) : ∫ x in (e 0)..E, stateCount e x
      = (∑ i, max (E - e i) 0 ^ (d + 1) / ∏ j ∈ univ.erase i, (e j - e i)) / (d + 1) := by
  simp only [stateCount]
  rw [intervalIntegral.integral_finsetSum, Finset.sum_div]
  · refine Finset.sum_congr rfl fun i _ => ?_
    rw [intervalIntegral.integral_div,
      integral_truncated hd (he.monotone (Fin.zero_le i)) hE, div_right_comm]
  · intro i _
    exact ((((continuous_id.sub continuous_const).max continuous_const).pow d).div_const
      _).intervalIntegrable _ _

/-- Up to any energy `μ` at or above the highest corner, the state count integrates to `μ`
minus the mean corner energy. -/
theorem integral_stateCount_above {d : ℕ} (hd : 1 ≤ d) {e : Fin (d + 1) → ℝ}
    (he : StrictMono e) {μ : ℝ} (hμ : e (Fin.last d) ≤ μ) :
    ∫ E in (e 0)..μ, stateCount e E = μ - (∑ i, e i) / (d + 1) := by
  have hall : ∀ i, e i ≤ μ := fun i => (he.monotone (Fin.le_last i)).trans hμ
  have hy : Function.Injective fun i => μ - e i := fun i j h => he.injective (by
    have h' : μ - e i = μ - e j := h
    linarith)
  have hs : nodeSum (fun i => μ - e i) univ (d + 1) = ∑ i, (μ - e i) :=
    nodeSum_next hy d univ (by simp)
  have hd0 : (d : ℝ) + 1 ≠ 0 := by positivity
  rw [integral_stateCount hd he (hall 0), truncated_sum_above hall, hs,
    Finset.sum_sub_distrib, Finset.sum_const, Finset.card_univ, Fintype.card_fin,
    nsmul_eq_mul, Nat.cast_add, Nat.cast_one, sub_div, mul_div_cancel_left₀ _ hd0]

/-- The simplex state count is continuous, zero up to the lowest corner and one from the
highest corner on, and between them it integrates to the highest minus the mean corner energy. -/
theorem simplex_count_and_first_moment {d : ℕ} (hd : 1 ≤ d) {e : Fin (d + 1) → ℝ}
    (he : StrictMono e) :
    Continuous (stateCount e) ∧ (∀ E ≤ e 0, stateCount e E = 0) ∧
    (∀ E, e (Fin.last d) ≤ E → stateCount e E = 1) ∧
    ∫ E in (e 0)..(e (Fin.last d)), stateCount e E
      = e (Fin.last d) - (∑ i, e i) / (d + 1) := by
  refine ⟨?_, fun E hE => ?_, fun E hE => ?_, integral_stateCount_above hd he le_rfl⟩
  · unfold stateCount
    exact continuous_finsetSum _ fun i _ =>
      (((continuous_id.sub continuous_const).max continuous_const).pow d).div_const _
  · refine Finset.sum_eq_zero fun i _ => ?_
    have hi : e 0 ≤ e i := he.monotone (Fin.zero_le i)
    rw [max_eq_right (by linarith), zero_pow (by omega), zero_div]
  · have hy : Function.Injective fun i => E - e i := fun i j h => he.injective (by
      have h' : E - e i = E - e j := h
      linarith)
    unfold stateCount
    rw [truncated_sum_above fun i => (he.monotone (Fin.le_last i)).trans hE]
    exact nodeSum_top hy d univ (by simp)

/-- The band energy of a completely filled simplex is the mean of its corner energies. -/
theorem bandEnergy_filled {d : ℕ} (hd : 1 ≤ d) {e : Fin (d + 1) → ℝ} (he : StrictMono e)
    {μ : ℝ} (hμ : e (Fin.last d) ≤ μ) : bandEnergy e μ = (∑ i, e i) / (d + 1) := by
  unfold bandEnergy
  rw [(simplex_count_and_first_moment hd he).2.2.1 μ hμ, integral_stateCount_above hd he hμ]
  ring

end

end SimplexMethodFirstMoment
```

```lean
#print axioms SimplexMethodFirstMoment.bandEnergy_filled
```

```
'SimplexMethodFirstMoment.bandEnergy_filled' depends on axioms: [propext, Classical.choice, Quot.sound]
```

## How the theorems express the physics

The corner energies are a function `e : Fin (d + 1) → ℝ`, whose index runs from 0 to d. The hypothesis `StrictMono e` says that they are sorted and distinct. The lowest is `e 0` and the highest is `e (Fin.last d)`. Energies are plain real numbers, so any unit may be used as long as it is the same throughout.

`stateCount e E` is n(E), and `bandEnergy e μ` is B(μ) in its integrated-by-parts form. `nodeSum y s k` is S_k(s). The expression `univ.erase i` in a product means all corners except i.

The theorem `simplex_count_and_first_moment` joins the four properties of n in one statement. `bandEnergy_filled` says that B(μ) is the mean corner energy for every μ at or above the top corner. For a partly filled simplex, `integral_stateCount` supplies the integral that has to be subtracted from μ n(μ).

The condition `1 ≤ d` excludes a single point, for which the formula would give one state at every energy because a zeroth power is one.

## How the proof follows the derivation

`nodeSum_succ` is the recursion. In it, `Finset.sum_erase` removes the vanishing term of `a`, and `mul_div_mul_left` cancels the common factor in the others.

`nodeSum_top` is the induction that gives the value one. It applies the recursion to two labels, and `linear_combination h2 - h1` subtracts the resulting equations. `nodeSum_next` is the second induction, which needs only one removed label.

`truncated_sum_above` replaces each truncated power by an ordinary one when E is above all corners, and rewrites e_j − e_i as a difference of the y values. It connects the algebra to the state count.

`integral_truncated` integrates one term. The step `rcases le_total b c` separates the case in which the upper limit lies below the corner from the case in which the interval is split there. `integral_stateCount` exchanges the finite sum with the integral and applies this formula corner by corner. `integral_stateCount_above` then inserts `nodeSum_next` and simplifies the result to μ minus the mean.

The main theorem takes its last part from `integral_stateCount_above` with μ equal to the top corner energy, and its value one from `nodeSum_top`. The corollary inserts n(μ) = 1 and the integral into the definition of the band energy.

## Exact for the interpolated band, with distinct corners

The equalities hold in real arithmetic for every dimension d ≥ 1 and every strictly ordered set of corner energies. They contain no grid spacing and no error term. This exactness belongs to the linearly interpolated band: if the true band is curved inside the simplex, its average energy generally differs from the mean of the corners.

The file starts from the truncated-power sum as the definition of the count. That this sum is the volume fraction below E, and that B(μ) is the energy of the occupied states, is the physical interpretation given to the formulas and not a theorem in the file.

Equal corner energies are excluded, since the denominators then vanish. They are common at symmetry-related k-points, and there a code cannot evaluate the sum as it stands. A limiting formula, or a form of the count written separately for each energy interval, can avoid the zero denominators. Rounding is a separate matter: when two corners nearly coincide and E lies well above them, the sum contains large terms of opposite sign, and a direct floating-point evaluation can lose accuracy even though the exact count is well behaved.

The theorems concern one band in one simplex. Adding the contributions of many simplices, with their volume weights, is left to the code, as is the treatment of k-dependent matrix elements in an optical spectrum.
